# The projected dipole of a Bloch eigenstate solves a linear equation with a Bloch-periodic source

A Bloch state is not normalisable, and the position operator takes it to a vector that grows with distance. Both are kept here as ordinary vectors by letting the state space `V` be a complex vector space with no inner product, norm or topology. Operators are everywhere-defined linear maps, and $r$ is one component of position.

In Lean 4 with Mathlib:

```lean
import Mathlib

namespace ElectricFieldPerturbation

noncomputable section

variable {V : Type*} [AddCommGroup V] [Module ℂ V]
```

## Translation and the commutator

Let $T$ translate by one lattice step, whose component along $r$ is $a$. In one dimension, with coordinate $s$, $(T\psi)(s)=\psi(s-a)$, and multiplying by $s$ before translating gives $(s-a)\psi(s-a)$, so

$$T r=(r-a)T .$$

This relation is all that is assumed about $r$. The number $a$ may be complex in the code; physically it is a real length.

```lean
/-- The translation `T` displaces the position operator `r` by `a`: `T r = (r - a) T`. -/
def ShiftsPosition (T r : V →ₗ[ℂ] V) (a : ℂ) : Prop :=
  ∀ v, T (r v) = r (T v) - a • T v
```

A uniform field couples to $r$, which is not lattice periodic. Its commutator with the Hamiltonian $H$ is $[H,r]=Hr-rH$.

```lean
/-- The commutator `[H, r]` of the Hamiltonian with the position operator. -/
def positionCommutator (H r : V →ₗ[ℂ] V) : V →ₗ[ℂ] V :=
  H ∘ₗ r - r ∘ₗ H
```

On a vector $v$ this reads $H(rv)-r(Hv)$, by definition.

```lean
/-- The commutator `[H, r]` acts on a state as `H r - r H`. -/
theorem positionCommutator_apply (H r : V →ₗ[ℂ] V) (v : V) :
    positionCommutator H r v = H (r v) - r (H v) := rfl
```

If $TH=HT$, then

$$T[H,r]=H(r-a)T-(r-a)HT=[H,r]T ,$$

because the terms $-aHT$ and $+aHT$ cancel. In the proof, `simp only` moves $T$ to the right and `module` performs the cancellation.

```lean
/-- If the Hamiltonian is invariant under a translation that displaces the position operator,
then `[H, r]` commutes with that translation. -/
theorem positionCommutator_periodic {T H r : V →ₗ[ℂ] V} {a : ℂ}
    (hr : ShiftsPosition T r a) (hTH : ∀ v, T (H v) = H (T v)) (v : V) :
    T (positionCommutator H r v) = positionCommutator H r (T v) := by
  have hs : ∀ w, T (r w) = r (T w) - a • T w := hr
  -- the two displacements by `a` cancel in the commutator
  simp only [positionCommutator_apply, map_sub, map_smul, hTH, hs]
  module
```

## Removing the non-periodic part

Let $T\psi=l\psi$, where $l=\exp(-ika)$ for a one-dimensional Bloch wave of wavevector $k$, and let $P_c$ commute with $T$. Then

$$T P_c r\psi=P_c(r-a)T\psi=l\,P_c r\psi-a l\,P_c\psi .$$

```lean
/-- Translating the projected dipole vector `Pc r ψ` of a Bloch state multiplies it by the Bloch
factor `l` and subtracts `a l Pc ψ`. -/
theorem translate_projected_dipole {T r Pc : V →ₗ[ℂ] V} {a l : ℂ} {ψ : V}
    (hr : ShiftsPosition T r a) (hTP : ∀ v, T (Pc v) = Pc (T v)) (hTψ : T ψ = l • ψ) :
    T (Pc (r ψ)) = l • Pc (r ψ) - (a * l) • Pc ψ := by
  have hs : ∀ w, T (r w) = r (T w) - a • T w := hr
  simp only [hTP, hs, hTψ, map_sub, map_smul]
  module
```

The last term is the only obstruction to Bloch periodicity. When $a\neq0$ and $l\neq0$, it vanishes exactly when $P_c\psi=0$. Physically, $P_c$ projects onto the empty states and $\psi$ is occupied.

```lean
/-- For a nonzero displacement and a nonzero Bloch factor, `Pc r ψ` has the Bloch factor of `ψ`
exactly when `Pc` annihilates `ψ`. -/
theorem projected_dipole_bloch_iff {T r Pc : V →ₗ[ℂ] V} {a l : ℂ} {ψ : V}
    (hr : ShiftsPosition T r a) (hTP : ∀ v, T (Pc v) = Pc (T v)) (hTψ : T ψ = l • ψ)
    (ha : a ≠ 0) (hl : l ≠ 0) :
    T (Pc (r ψ)) = l • Pc (r ψ) ↔ Pc ψ = 0 := by
  rw [translate_projected_dipole hr hTP hTψ, sub_eq_self, smul_eq_zero]
  simp [ha, hl]
```

## The linear equation

Now let $P_c$ also be idempotent and commute with $H$, and let $H\psi=e\psi$ and $P_c\psi=0$. Put $x=P_c r\psi$. The previous step gives $Tx=lx$, idempotence gives $P_cx=x$, and

$$(H-e)x=P_c(Hr-er)\psi=P_c(Hr-rH)\psi=P_c[H,r]\psi .$$

The middle equality uses $e\,r\psi=r(H\psi)$. The right-hand side has Bloch factor $l$ because $P_c$ and $[H,r]$ both commute with $T$. The theorem states these four facts as a conjunction, proved in the same order.

```lean
/-- For a Bloch eigenstate `ψ` annihilated by the projector `Pc`, the vector `x = Pc r ψ` has the
Bloch factor of `ψ`, lies in the range of `Pc`, and solves `(H - e) x = Pc [H, r] ψ`, whose
right-hand side has the same Bloch factor. -/
theorem electric_field_sternheimer {T H r Pc : V →ₗ[ℂ] V} {a l e : ℂ} {ψ : V}
    (hr : ShiftsPosition T r a) (hTH : ∀ v, T (H v) = H (T v))
    (hTP : ∀ v, T (Pc v) = Pc (T v)) (hPH : ∀ v, Pc (H v) = H (Pc v))
    (hPP : ∀ v, Pc (Pc v) = Pc v)
    (hTψ : T ψ = l • ψ) (hHψ : H ψ = e • ψ) (hPψ : Pc ψ = 0) :
    T (Pc (r ψ)) = l • Pc (r ψ) ∧
    Pc (Pc (r ψ)) = Pc (r ψ) ∧
    H (Pc (r ψ)) - e • Pc (r ψ) = Pc (positionCommutator H r ψ) ∧
    T (Pc (positionCommutator H r ψ)) = l • Pc (positionCommutator H r ψ) := by
  refine ⟨?_, hPP _, ?_, ?_⟩
  · -- the extra term in the translate of `Pc (r ψ)` is a multiple of `Pc ψ`, which is zero
    rw [translate_projected_dipole hr hTP hTψ, hPψ, smul_zero, sub_zero]
  · -- the eigenvalue equation turns `e r ψ` into `r H ψ`
    rw [positionCommutator_apply, hHψ, map_smul, map_sub, hPH, map_smul]
  · rw [hTP, positionCommutator_periodic hr hTH, hTψ, map_smul, map_smul]
```

In density functional perturbation theory, $x$ is, up to constant factors, the bare-field part of the source in the equation for the first-order orbital; the result covers this bare dipole term for a fixed one-particle $H$, without the self-consistent change of potential. Recovering $x$ by solving the equation also needs uniqueness: among the vectors in the range of $P_c$ with Bloch factor $l$ that are admitted as solutions, none may be an eigenvector of $H$ with eigenvalue $e$. If only Bloch waves of real wavevector are admitted, a gap between the occupied and empty bands ensures this.

A Hilbert-space model would give $r$ a domain and exclude $\psi$ itself. The statement would then concern cell-periodic functions at fixed $k$, with a $k$-derivative taking the place of $r$.

## A finite field

Let $F$ be the field strength times the elementary charge, so that $Fr$ is the energy of an electron in a field along $r$, and suppose $(H+Fr)\varphi=E\varphi$. Applying $T$ gives $HT\varphi+F(r-a)T\varphi=E\,T\varphi$, hence

$$(H+Fr)T\varphi=(E+Fa)T\varphi .$$

```lean
/-- Translating a solution of `(H + F r) φ = E φ` once gives a solution with `E` replaced by `E + F
a`. -/
theorem stark_translate {T H r : V →ₗ[ℂ] V} {a F E : ℂ} {φ : V}
    (hr : ShiftsPosition T r a) (hTH : ∀ v, T (H v) = H (T v))
    (hφ : H φ + F • r φ = E • φ) :
    H (T φ) + F • r (T φ) = (E + F * a) • T φ := by
  have hs : ∀ w, T (r w) = r (T w) - a • T w := hr
  have h := congrArg T hφ
  simp only [map_add, map_smul, hTH, hs] at h
  linear_combination (norm := module) h
```

Induction on $n$ gives $E+nFa$ for $T^n\varphi$; at $n=0$ this is the original equation. If $Fa\neq0$ and $\varphi$ and its translates are nonzero, these are equally spaced eigenvalues, as in a Wannier–Stark ladder, starting at $E$ and continuing to one side. The theorem does not show that such a $\varphi$ exists or is normalisable, or that no other eigenvalues lie between the rungs.

```lean
/-- Translating a solution of `(H + F r) φ = E φ` by `n` cells gives a solution with `E` replaced by
`E + n F a`. -/
theorem wannier_stark_ladder {T H r : V →ₗ[ℂ] V} {a F E : ℂ} {φ : V}
    (hr : ShiftsPosition T r a) (hTH : ∀ v, T (H v) = H (T v))
    (hφ : H φ + F • r φ = E • φ) (n : ℕ) :
    H ((⇑T)^[n] φ) + F • r ((⇑T)^[n] φ) = (E + n * (F * a)) • (⇑T)^[n] φ := by
  induction n with
  | zero => simpa using hφ
  | succ n ih =>
    rw [Function.iterate_succ_apply', stark_translate hr hTH ih]
    push_cast
    module
```

## A two-orbital chain

If $T$ is invertible and $a\neq0$, a nonzero finite-dimensional $V$ is impossible: the trace of $TrT^{-1}=r-a$ would give $a\dim V=0$. The example therefore uses an infinite chain, with two amplitudes $(f_1(n),f_2(n))$ in each cell.

```lean
/-- Amplitudes on an infinite chain with two orbitals in each cell. -/
abbrev Chain := (ℤ → ℂ) × (ℤ → ℂ)
```

Translation sends $f_i(n)$ to $f_i(n-1)$.

```lean
/-- Translation of the chain by one cell. -/
def chainT : Chain →ₗ[ℂ] Chain where
  toFun f := (fun n => f.1 (n - 1), fun n => f.2 (n - 1))
  map_add' _ _ := rfl
  map_smul' _ _ := rfl
```

Position multiplies both amplitudes by $n$, so $a=1$.

```lean
/-- Position operator of the chain: multiplication by the cell index. -/
def chainR : Chain →ₗ[ℂ] Chain where
  toFun f := (fun n => (n : ℂ) * f.1 n, fun n => (n : ℂ) * f.2 n)
  map_add' f g := by ext n <;> simp [mul_add]
  map_smul' c f := by ext n <;> simp [mul_left_comm]
```

The Hamiltonian joins orbitals of neighbouring cells in separate pairs: $(Hf)_1(n)=f_2(n-1)$ and $(Hf)_2(n)=f_1(n+1)$.

```lean
/-- Hopping between the second orbital of each cell and the first orbital of the next. -/
def chainH : Chain →ₗ[ℂ] Chain where
  toFun f := (fun n => f.2 (n - 1), fun n => f.1 (n + 1))
  map_add' _ _ := rfl
  map_smul' _ _ := rfl
```

Since $H^2=1$, the operator $P_c=(1+H)/2$ projects onto energy $+1$.

```lean
/-- The operator `(1 + H) / 2` of the chain. -/
def chainP : Chain →ₗ[ℂ] Chain where
  toFun f := (fun n => (f.1 n + f.2 (n - 1)) / 2, fun n => (f.2 n + f.1 (n + 1)) / 2)
  map_add' f g := by ext n <;> simp <;> ring
  map_smul' c f := by ext n <;> simp <;> ring
```

The state $\psi=(1,-1)$ in every cell has $H\psi=-\psi$, $T\psi=\psi$ and $P_c\psi=0$.

```lean
/-- The state with amplitude `1` on every first orbital and `-1` on every second orbital. -/
def chainψ : Chain := (fun _ => 1, fun _ => -1)
```

Here $r\psi=(n,-n)$ grows without bound, while

$$P_c r\psi=\left(\tfrac{n-(n-1)}2,\tfrac{-n+(n+1)}2\right)=\left(\tfrac12,\tfrac12\right)$$

is the same in every cell. The proof checks the operator identities amplitude by amplitude, and reads off $\tfrac12$ in cell $0$ to show that the vector is nonzero.

```lean
/-- The two-orbital chain meets all hypotheses of `electric_field_sternheimer` with `a = 1`,
`l = 1`, `e = -1`, and its vector `Pc r ψ` is nonzero. -/
theorem electric_field_sternheimer_witness :
    ShiftsPosition chainT chainR 1 ∧
    (∀ v, chainT (chainH v) = chainH (chainT v)) ∧
    (∀ v, chainT (chainP v) = chainP (chainT v)) ∧
    (∀ v, chainP (chainH v) = chainH (chainP v)) ∧
    (∀ v, chainP (chainP v) = chainP v) ∧
    chainT chainψ = (1 : ℂ) • chainψ ∧
    chainH chainψ = (-1 : ℂ) • chainψ ∧
    chainP chainψ = 0 ∧
    chainP (chainR chainψ) ≠ 0 := by
  refine ⟨?_, ?_, ?_, ?_, ?_, ?_, ?_, ?_, ?_⟩
  · intro v
    ext n <;> simp [chainT, chainR] <;> ring_nf
  · intro v
    ext n <;> simp [chainT, chainH]
  · intro v
    ext n <;> simp [chainT, chainP]
  · intro v
    ext n <;> simp [chainP, chainH]
  · intro v
    ext n <;> simp [chainP] <;> ring_nf
  · ext n <;> simp [chainT, chainψ]
  · ext n <;> simp [chainH, chainψ]
  · ext n <;> simp [chainP, chainψ]
  · -- the first-orbital amplitude in cell `0` equals `1 / 2`
    intro h
    have h0 := congrFun (congrArg Prod.fst h) 0
    norm_num [chainP, chainR, chainψ] at h0

end

end ElectricFieldPerturbation
```

```lean
#print axioms ElectricFieldPerturbation.projected_dipole_bloch_iff
-- 'ElectricFieldPerturbation.projected_dipole_bloch_iff' depends on axioms: [propext, Classical.choice, Quot.sound]
#print axioms ElectricFieldPerturbation.electric_field_sternheimer
-- 'ElectricFieldPerturbation.electric_field_sternheimer' depends on axioms: [propext, Classical.choice, Quot.sound]
#print axioms ElectricFieldPerturbation.wannier_stark_ladder
-- 'ElectricFieldPerturbation.wannier_stark_ladder' depends on axioms: [propext, Classical.choice, Quot.sound]
```
